# The strong-friction limit and an inverse-friction bound for the C₆ coefficient of two identical damped oscillators

In atomic units, two identical isotropic damped oscillators, each with dipole polarizability f / (w0² + gu + u²) at imaginary frequency iu, have a Casimir–Polder dispersion coefficient C₆(g) equal to 3/π times the integral of the squared polarizability over u > 0. The theorem `overdamped_law` says that, for real f and w0 > 0, the product g C₆(g) tends to 3f² / (πw0²) as the friction g grows, and that C₆(g) is at most 3f² / (πw0²g) at every g > 0. The proof puts u = v/g, so that friction enters the integral for g C₆(g) only through a term (v/g)² in the denominator. Dropping that term gives an integrand at least as large, whose integral is known, which yields the bound directly and the limit by dominated convergence.

The failing Lean file:

```lean
import Mathlib

open MeasureTheory Set Filter Topology

namespace OverdampedLaw

noncomputable section

/-- The response `f / (w0² + g u + u²)` at imaginary frequency `iu`, defined where the
denominator is nonzero, in particular for `w0 > 0` and `g, u ≥ 0`. -/
def alphaIm (f w0 g u : ℝ) : ℝ := f / (w0 ^ 2 + g * u + u ^ 2)

/-- The Casimir–Polder dispersion coefficient of two identical damped oscillators,
for `w0 > 0` and `g ≥ 0`. -/
def C6 (f w0 g : ℝ) : ℝ := 3 / Real.pi * ∫ u in Ioi (0 : ℝ), alphaIm f w0 g u ^ 2

/-- For `w0 > 0`, the comparison integral of `(f / (w0² + v))²` over `v > 0` converges
to `f² / w0²`. -/
theorem overdamped_integral (f : ℝ) {w0 : ℝ} (hw : 0 < w0) :
    IntegrableOn (fun v => (f / (w0 ^ 2 + v)) ^ 2) (Ioi 0) ∧
      ∫ v in Ioi (0 : ℝ), (f / (w0 ^ 2 + v)) ^ 2 = f ^ 2 / w0 ^ 2 := by
  have hd : ∀ v ∈ Ici (0 : ℝ), HasDerivAt (fun x : ℝ => -f ^ 2 / (w0 ^ 2 + x))
      ((f / (w0 ^ 2 + v)) ^ 2) v := by
    intro v hv
    have hv' : 0 ≤ v := hv
    have hD : w0 ^ 2 + v ≠ 0 := by positivity
    refine ((hasDerivAt_const v (-f ^ 2)).fun_div
      ((hasDerivAt_id' v).const_add (w0 ^ 2)) hD).congr_deriv ?_
    rw [div_pow]
    congr 1
    ring
  have ht : Tendsto (fun x : ℝ => -f ^ 2 / (w0 ^ 2 + x)) atTop (𝓝 0) :=
    tendsto_const_nhds.div_atTop (tendsto_atTop_add_const_left _ _ tendsto_id)
  refine ⟨integrableOn_Ioi_deriv_of_nonneg' hd (fun _ _ => sq_nonneg _) ht, ?_⟩
  rw [integral_Ioi_of_hasDerivAt_of_nonneg' hd (fun _ _ => sq_nonneg _) ht]
  ring

/-- Measuring imaginary frequency as `u = v / g`, for `g > 0`, turns `g C6(g)` into an integral
in which friction enters only through `(v / g)²`. -/
theorem friction_mul_C6 (f w0 : ℝ) {g : ℝ} (hg : 0 < g) :
    g * C6 f w0 g =
      3 / Real.pi * ∫ v in Ioi (0 : ℝ), (f / (w0 ^ 2 + v + (v / g) ^ 2)) ^ 2 := by
  have h := integral_comp_mul_left_Ioi (fun u => alphaIm f w0 g u ^ 2) 0 (inv_pos.2 hg)
  rw [mul_zero, inv_inv, smul_eq_mul] at h
  have e : ∀ v, alphaIm f w0 g (g⁻¹ * v) = f / (w0 ^ 2 + v + (v / g) ^ 2) := by
    intro v
    unfold alphaIm
    rw [mul_inv_cancel_left₀ hg.ne', inv_mul_eq_div]
  simp only [e] at h
  unfold C6
  rw [h]
  ring

/-- The overdamped law: for `w0 > 0`, `g C6(g)` tends to `3 f² / (π w0²)` as the friction `g`
grows, and `C6(g) ≤ 3 f² / (π w0² g)` at every `g > 0`. -/
theorem overdamped_law (f : ℝ) {w0 : ℝ} (hw : 0 < w0) :
    Tendsto (fun g => g * C6 f w0 g) atTop (𝓝 (3 * f ^ 2 / (Real.pi * w0 ^ 2))) ∧
      ∀ g, 0 < g → C6 f w0 g ≤ 3 * f ^ 2 / (Real.pi * w0 ^ 2 * g) := by
  obtain ⟨hint, hval⟩ := overdamped_integral f hw
  have hpi := Real.pi_pos
  -- dropping `(v / g)²` from the denominator enlarges the integrand
  have hb : ∀ g : ℝ, ∀ v ∈ Ioi (0 : ℝ),
      (f / (w0 ^ 2 + v + (v / g) ^ 2)) ^ 2 ≤ (f / (w0 ^ 2 + v)) ^ 2 := by
    intro g v hv
    have hv' : 0 < v := hv
    have hle : w0 ^ 2 + v ≤ w0 ^ 2 + v + (v / g) ^ 2 := by linarith [sq_nonneg (v / g)]
    rw [div_pow, div_pow]
    exact div_le_div_of_nonneg_left (sq_nonneg f) (by positivity)
      (pow_le_pow_left₀ (by positivity) hle 2)
  constructor
  · have hlim : Tendsto
        (fun g : ℝ => ∫ v in Ioi (0 : ℝ), (f / (w0 ^ 2 + v + (v / g) ^ 2)) ^ 2) atTop
        (𝓝 (∫ v in Ioi (0 : ℝ), (f / (w0 ^ 2 + v)) ^ 2)) := by
      refine tendsto_integral_filter_of_dominated_convergence
        (fun v => (f / (w0 ^ 2 + v)) ^ 2) ?_ ?_ hint ?_
      · refine Eventually.of_forall fun g => Measurable.aestronglyMeasurable ?_
        fun_prop
      · refine Eventually.of_forall fun g =>
          ae_restrict_of_forall_mem measurableSet_Ioi fun v hv => ?_
        rw [Real.norm_of_nonneg (sq_nonneg _)]
        exact hb g v hv
      · refine ae_restrict_of_forall_mem measurableSet_Ioi fun v hv => ?_
        have hv' : 0 < v := hv
        have h0 : Tendsto (fun g : ℝ => v / g) atTop (𝓝 0) :=
          tendsto_const_nhds.div_atTop tendsto_id
        have h1 : Tendsto (fun g : ℝ => w0 ^ 2 + v + (v / g) ^ 2) atTop
            (𝓝 (w0 ^ 2 + v)) := by
          simpa using (h0.pow 2).const_add (w0 ^ 2 + v)
        have hD : w0 ^ 2 + v ≠ 0 := by positivity
        exact (tendsto_const_nhds.div h1 hD).pow 2
    have h := hlim.const_mul (3 / Real.pi)
    rw [hval, div_mul_div_comm] at h
    refine h.congr' ?_
    filter_upwards [eventually_gt_atTop 0] with g hg
    exact (friction_mul_C6 f w0 hg).symm
  · intro g hg
    have h : g * C6 f w0 g ≤ 3 / Real.pi * (f ^ 2 / w0 ^ 2) := by
      rw [friction_mul_C6 f w0 hg, ← hval]
      refine mul_le_mul_of_nonneg_left ?_ (by positivity)
      exact integral_mono_of_nonneg (Eventually.of_forall fun _ => sq_nonneg _) hint
        (ae_restrict_of_forall_mem measurableSet_Ioi (hb g))
    rw [div_mul_div_comm] at h
    rw [← div_div, le_div_iff₀ hg, mul_comm]
    exact h

end

end OverdampedLaw
```

The error:

```
Main.lean:68:4: error: Type mismatch
  div_le_div_of_nonneg_left (sq_nonneg f) (pow_pos (add_pos' (pow_pos hw 2) hv') 2)
    (pow_le_pow_left₀ (le_of_lt (add_pos' (pow_pos hw 2) hv')) hle 2)
has type
  f ^ 2 / (w0 ^ 2 + v + (v / g) ^ 2) ^ 2 ≤ f ^ 2 / (w0 ^ 2 + v) ^ 2
but is expected to have type
  f ^ 2 / (w0 ^ 2 + v + v ^ 2 / g ^ 2) ^ 2 ≤ (f / (w0 ^ 2 + v)) ^ 2
```

Diagnosis. The error is in `hb`, the step that compares the two integrands. The final `exact` proves an inequality between two fractions with numerator `f ^ 2`, so both squared quotients in the goal must first be expanded. That was the purpose of `rw [div_pow, div_pow]`, but a bare `div_pow` fits any power of a quotient, and the left side holds two of these, the whole fraction and the `(v / g) ^ 2` in its denominator. Both rewrites were spent there. The message shows the result: the goal has `v ^ 2 / g ^ 2` where the supplied term has `(v / g) ^ 2`, and its right side is still `(f / (w0 ^ 2 + v)) ^ 2`.

Writing `div_pow f` fixes the numerator as `f`, which rules out `(v / g) ^ 2`. The two rewrites now expand the two outer fractions, one on each side, and the goal takes the form that the unchanged `exact` proves.

As a diff, the version that Lean accepts:

```diff
@@ -65,5 +65,5 @@
     have hv' : 0 < v := hv
     have hle : w0 ^ 2 + v ≤ w0 ^ 2 + v + (v / g) ^ 2 := by linarith [sq_nonneg (v / g)]
-    rw [div_pow, div_pow]
+    rw [div_pow f, div_pow f]
     exact div_le_div_of_nonneg_left (sq_nonneg f) (by positivity)
       (pow_le_pow_left₀ (by positivity) hle 2)
```
